# Averaging the Bernoulli polynomial Bₙ over N uniformly spaced points with offset s gives Bₙ(s)/Nⁿ

Sampling a one-dimensional Brillouin zone of unit length on a shifted uniform mesh means averaging a function over the N points (r + s)/N, with r = 0, …, N − 1. The theorem `gridAverage_bernoulli` states that for the Bernoulli polynomial Bₙ this average is exactly Bₙ(s)/Nⁿ, for every order n, every N ≥ 1 and every real offset s, where Bₙ is the polynomial itself and not its periodic extension. The proof is by induction on n and shows that the defect, Nⁿ times the average minus Bₙ(s), vanishes. If the defect of order n is zero, that of order n + 1 is constant in s, and that of order n + 2 is therefore linear in s. The latter takes equal values at s = 0 and s = 1, so its slope is zero, and this forces the constant to be zero.

In Lean, a first try:

```lean
import Mathlib

open Finset

namespace GridAverageBernoulli

noncomputable section

/-- The average of `f` over the uniform grid of points `(r + s) / N`, `r = 0, ..., N - 1`,
with offset `s`, for `N ≥ 1`. -/
def gridAverage (f : ℝ → ℝ) (N : ℕ) (s : ℝ) : ℝ :=
  (∑ r ∈ range N, f (((r : ℝ) + s) / N)) / N

/-- The difference between `N ^ n` times the grid average of the Bernoulli polynomial `B_n`
and the value `B_n(s)` at the offset. -/
def scalingDefect (N n : ℕ) (s : ℝ) : ℝ :=
  (N : ℝ) ^ n * gridAverage (bernoulliFun n) N s - bernoulliFun n s

/-- For an integrand that is differentiable everywhere, the derivative of a grid average with
respect to the offset is the grid average of the derivative of the integrand, divided by `N`. -/
theorem hasDerivAt_gridAverage {f f' : ℝ → ℝ} (hf : ∀ x, HasDerivAt f (f' x) x)
    (N : ℕ) (s : ℝ) :
    HasDerivAt (gridAverage f N) (gridAverage f' N s / N) s := by
  have h : ∀ r ∈ range N, HasDerivAt (fun t : ℝ => f (((r : ℝ) + t) / N))
      (f' (((r : ℝ) + s) / N) * (1 / N)) s := fun r _ =>
    (hf (((r : ℝ) + s) / N)).comp s
      (((hasDerivAt_id' s).const_add (r : ℝ)).div_const (N : ℝ))
  have h2 := (HasDerivAt.fun_sum h).div_const (N : ℝ)
  refine HasDerivAt.congr_deriv h2 ?_
  unfold gridAverage
  rw [← Finset.sum_mul]
  ring

/-- Moving the offset of a grid with `N ≥ 1` points from 0 to 1 changes the average by the
difference of the integrand between the two zone edges, divided by `N`. -/
theorem gridAverage_one_sub_zero (f : ℝ → ℝ) {N : ℕ} (hN : 1 ≤ N) :
    gridAverage f N 1 - gridAverage f N 0 = (f 1 - f 0) / N := by
  have hN' : (N : ℝ) ≠ 0 := by
    have : N ≠ 0 := by omega
    exact_mod_cast this
  -- the two sums share all points except the zone edges
  have h := Finset.sum_range_sub (fun r : ℕ => f ((r : ℝ) / N)) N
  simp only [Nat.cast_add, Nat.cast_one, Nat.cast_zero, zero_div, div_self hN',
    Finset.sum_sub_distrib] at h
  unfold gridAverage
  simp only [add_zero]
  rw [← sub_div, h]

/-- The scaling defects of successive Bernoulli polynomials on a grid with `N ≥ 1` points
obey the same derivative rule as the polynomials themselves. -/
theorem hasDerivAt_scalingDefect {N : ℕ} (hN : 1 ≤ N) (m : ℕ) (x : ℝ) :
    HasDerivAt (scalingDefect N (m + 1)) (((m : ℝ) + 1) * scalingDefect N m x) x := by
  have hN' : (N : ℝ) ≠ 0 := by
    have : N ≠ 0 := by omega
    exact_mod_cast this
  have h1 : ∀ y, HasDerivAt (bernoulliFun (m + 1)) (((m : ℝ) + 1) * bernoulliFun m y) y := by
    intro y
    simpa using hasDerivAt_bernoulliFun (m + 1) y
  have e : gridAverage (fun y => ((m : ℝ) + 1) * bernoulliFun m y) N x
      = ((m : ℝ) + 1) * gridAverage (bernoulliFun m) N x := by
    simp only [gridAverage, ← Finset.mul_sum, mul_div_assoc]
  have h2 := ((hasDerivAt_gridAverage h1 N x).const_mul ((N : ℝ) ^ (m + 1))).fun_sub (h1 x)
  refine HasDerivAt.congr_deriv h2 ?_
  rw [e, pow_succ]
  unfold scalingDefect
  have h3 : (N : ℝ) ^ m * N * (((m : ℝ) + 1) * gridAverage (bernoulliFun m) N x / N)
      = ((m : ℝ) + 1) * ((N : ℝ) ^ m * gridAverage (bernoulliFun m) N x) := by
    field_simp
  linear_combination h3

/-- For every order `n`, every real offset `s` and every `N ≥ 1`, the grid average of the
Bernoulli polynomial `B_n` equals `B_n(s) / N ^ n`. -/
theorem gridAverage_bernoulli (n : ℕ) {N : ℕ} (hN : 1 ≤ N) (s : ℝ) :
    gridAverage (bernoulliFun n) N s = bernoulliFun n s / (N : ℝ) ^ n := by
  have hN' : (N : ℝ) ≠ 0 := by
    have : N ≠ 0 := by omega
    exact_mod_cast this
  have key : ∀ n s, scalingDefect N n s = 0 := by
    intro n
    induction n with
    | zero =>
      intro s
      have hB : ∀ x, bernoulliFun 0 x = 1 := by
        intro x
        simp [bernoulliFun]
      simp [scalingDefect, gridAverage, hB, hN']
    | succ n ih =>
      -- the defect of order n + 1 is constant
      have hc : ∀ x, scalingDefect N (n + 1) x = scalingDefect N (n + 1) 0 := fun x =>
        is_const_of_deriv_eq_zero
          (fun y => (hasDerivAt_scalingDefect hN n y).differentiableAt)
          (fun y => by rw [(hasDerivAt_scalingDefect hN n y).deriv, ih, mul_zero]) x 0
      -- hence the defect of order n + 2 is linear in the offset
      have hlin : ∀ y, HasDerivAt (fun t => scalingDefect N (n + 1 + 1) t
          - ((n : ℝ) + 2) * scalingDefect N (n + 1) 0 * t) 0 y := by
        intro y
        refine ((hasDerivAt_scalingDefect hN (n + 1) y).fun_sub ((hasDerivAt_id' y).const_mul
          (((n : ℝ) + 2) * scalingDefect N (n + 1) 0))).congr_deriv ?_
        rw [hc y]
        push_cast
        ring
      have h10 := is_const_of_deriv_eq_zero (fun y => (hlin y).differentiableAt)
        (fun y => (hlin y).deriv) 1 0
      -- its values at offsets 0 and 1 agree, so the slope vanishes
      have hend : scalingDefect N (n + 1 + 1) 1 = scalingDefect N (n + 1 + 1) 0 := by
        have t := gridAverage_one_sub_zero (bernoulliFun (n + 1 + 1)) hN
        have e := bernoulliFun_endpoints_eq_of_ne_one (k := n + 1 + 1) (by omega)
        rw [e, sub_self, zero_div] at t
        unfold scalingDefect
        rw [e, sub_eq_zero.mp t]
      have h0 : ((n : ℝ) + 2) * scalingDefect N (n + 1) 0 = 0 := by
        dsimp only at h10
        rw [hend] at h10
        linarith
      intro s
      rw [hc s]
      exact (mul_eq_zero.mp h0).resolve_left (by positivity)
  rw [eq_div_iff (pow_ne_zero n hN')]
  have h := key n s
  unfold scalingDefect at h
  linarith

end

end GridAverageBernoulli
```

Lean reports:

```
Main.lean:112:8: error: `dsimp` made no progress
```

Diagnosis. The message says that `dsimp only at h10` found nothing to simplify, which Lean treats as an error. The step was there to turn applications of an explicit `fun t => ...` to 1 and to 0 into the expressions they stand for.

That had already happened. `h10` comes from `is_const_of_deriv_eq_zero`, whose conclusion has the form `f 1 = f 0` with `f` an implicit argument. Lean works out `f` from the proofs supplied, and when it fills the function in, it also carries out the applications. `h10` is thus already an equation between the defect minus the linear term at 1 and the same expression at 0, and `dsimp only`, given no further lemmas, has nothing left to do.

The diff deletes the line and leaves a blank one in its place. `rw [hend] at h10` can then act directly on the defect at offset 1, and `linarith` obtains the vanishing slope from the result.

Lean accepts the file once it reads:

```diff
@@ -110,5 +110,5 @@
         rw [e, sub_eq_zero.mp t]
       have h0 : ((n : ℝ) + 2) * scalingDefect N (n + 1) 0 = 0 := by
-        dsimp only at h10
+
         rw [hend] at h10
         linarith
```
